# A polynomial k·p model with finitely many bands has the same spectrum at every k if its spectral periods span k-space

Take one band in one dimension whose energy $E(k)$ is a polynomial, and suppose that $E(k+g)=E(k)$ for all real $k$ and some fixed $g\neq0$. Then $E(k)-E(0)$ vanishes at $k=0,g,2g,\dots$. A nonzero polynomial has only finitely many zeros, so $E$ is constant. The parabola $E=k^2$, for example, has no nonzero period: $E(g)-E(0)=g^2$.

The same argument works for $N$ bands, applied to the coefficients of the characteristic polynomial. In $d$ dimensions it flattens the spectrum only along the direction of the period, so the general theorem assumes periods that span k-space, as the reciprocal lattice vectors of a crystal do.

## The model and its periods

In Lean 4 with Mathlib:

```lean
import Mathlib

open Matrix Filter

namespace KPZonePeriodicity

noncomputable section

variable {n : Type*} [Fintype n] [DecidableEq n] {d : ℕ}
```

The finite type `n` labels the $N$ basis functions of the model, and `d` is the dimension of k-space.

```lean
/-- The k·p Hamiltonian at the real wave vector `k`: a matrix of polynomials in the
components of the wave vector, evaluated at `k`. -/
def bloch (H : Matrix n n (MvPolynomial (Fin d) ℂ)) (k : Fin d → ℝ) : Matrix n n ℂ :=
  H.map (MvPolynomial.eval (fun i => (k i : ℂ)))
```

A wave vector is a function `Fin d → ℝ`, that is, real components $k_0,\dots,k_{d-1}$. The model `H` is a matrix whose entries are polynomials in these components with complex coefficients. `bloch H k` is the numerical matrix $H(k)$ obtained by inserting a real $k$. The basis is finite, and the dependence on $k$ is exactly polynomial.

```lean
/-- The vector `g` is a spectral period of the model if the characteristic polynomials at
`k + g` and at `k` agree for every wave vector `k`. -/
def IsSpectralPeriod (H : Matrix n n (MvPolynomial (Fin d) ℂ)) (g : Fin d → ℝ) : Prop :=
  ∀ k, (bloch H (k + g)).charpoly = (bloch H k).charpoly
```

Write $\chi_k(\lambda)=\det(\lambda-H(k))$. Then $g$ is a spectral period if $\chi_{k+g}=\chi_k$ for all $k$. This compares eigenvalues with their multiplicities, so the matrices themselves may differ, for instance by a change of basis.

## One period flattens one direction

```lean
/-- Along a straight line in k-space, a polynomial in the wave vector is a polynomial in the
line parameter. -/
theorem polynomial_on_line (P : MvPolynomial (Fin d) ℂ) (k g : Fin d → ℝ) :
    ∃ q : Polynomial ℂ, ∀ t : ℝ,
      q.eval (t : ℂ) = MvPolynomial.eval (fun i => (((k + t • g) i : ℝ) : ℂ)) P := by
  refine ⟨MvPolynomial.aeval
    (fun i => Polynomial.C (k i : ℂ) + Polynomial.X * Polynomial.C (g i : ℂ)) P, fun t => ?_⟩
  induction P using MvPolynomial.induction_on with
  | C a => simp [Polynomial.algebraMap_eq]
  | add p q hp hq => simp only [map_add, Polynomial.eval_add, hp, hq]
  | mul_X p i hp =>
    simp only [map_mul, Polynomial.eval_mul, hp, MvPolynomial.aeval_X, MvPolynomial.eval_X]
    simp
    exact Or.inl (mul_comm _ _)
```

For a polynomial $P$ and fixed $k$ and $g$, there is a one-variable polynomial $q$ with $q(t)=P(k+tg)$ for all real $t$. It is found by substituting $k_i+tg_i$ for the $i$-th variable. The induction checks this for constants, for sums and for multiplication by one more variable.

```lean
/-- If `g` is a spectral period, the characteristic polynomial is constant along every line
in the direction of `g`. -/
theorem flat_along_period {H : Matrix n n (MvPolynomial (Fin d) ℂ)} {g : Fin d → ℝ}
    (h : IsSpectralPeriod H g) (k : Fin d → ℝ) (t : ℝ) :
    (bloch H (k + t • g)).charpoly = (bloch H k).charpoly := by
  have coeff_eq : ∀ (p : Fin d → ℝ) (j : ℕ), (bloch H p).charpoly.coeff j =
      MvPolynomial.eval (fun i => (p i : ℂ)) (H.charpoly.coeff j) := by
    intro p j
    rw [bloch, Matrix.charpoly_map, Polynomial.coeff_map]
  -- the spectrum repeats at all nonnegative integer multiples of the period
  have hper : ∀ m : ℕ, (bloch H (k + (m : ℝ) • g)).charpoly = (bloch H k).charpoly := by
    intro m
    induction m with
    | zero => simp
    | succ m ih =>
      have e : k + ((m + 1 : ℕ) : ℝ) • g = (k + (m : ℝ) • g) + g := by
        push_cast
        module
      rw [e, h (k + (m : ℝ) • g), ih]
  ext j
  obtain ⟨q, hq⟩ := polynomial_on_line (H.charpoly.coeff j) k g
  -- a polynomial taking one value infinitely often is constant
  have hc : q = Polynomial.C ((bloch H k).charpoly.coeff j) := by
    apply Polynomial.eq_of_infinite_eval_eq
    refine (Set.infinite_range_of_injective
      (Nat.cast_injective : Function.Injective (Nat.cast : ℕ → ℂ))).mono ?_
    rintro _ ⟨m, rfl⟩
    have hm := hq (m : ℝ)
    rw [← coeff_eq (k + (m : ℝ) • g) j, hper m, Complex.ofReal_natCast] at hm
    rw [Set.mem_ofPred_eq, Polynomial.eval_C]
    exact hm
  rw [coeff_eq (k + t • g) j, ← hq t, hc, Polynomial.eval_C]
```

If $g$ is a spectral period, then $\chi_{k+tg}=\chi_k$ for every real $t$, not only for integers. By hand:

1. The coefficient $c_j(k)$ of $\lambda^j$ in $\chi_k$ is a polynomial in $k$, because a determinant is built from sums and products of entries (`coeff_eq`).
2. Applying the period $m$ times gives $\chi_{k+mg}=\chi_k$ for $m=0,1,2,\dots$ (`hper`).
3. Let $q(t)=c_j(k+tg)$. Then $q(m)=c_j(k)$ for infinitely many $m$, so $q$ is constant (`hc`).

This holds for each $j$, hence for the whole characteristic polynomial.

## Periods that span k-space

```lean
/-- If every vector in a set `S` is a spectral period and `S` spans k-space, the characteristic
polynomial of the k·p model is independent of the wave vector. -/
theorem flat_of_zone_periodic {H : Matrix n n (MvPolynomial (Fin d) ℂ)}
    {S : Set (Fin d → ℝ)} (hS : Submodule.span ℝ S = ⊤)
    (h : ∀ g ∈ S, IsSpectralPeriod H g) (k k' : Fin d → ℝ) :
    (bloch H k).charpoly = (bloch H k').charpoly := by
  -- spectral periods are closed under real linear combinations
  have key : ∀ v ∈ Submodule.span ℝ S, IsSpectralPeriod H v := by
    intro v hv
    induction hv using Submodule.span_induction with
    | mem x hx => exact h x hx
    | zero => intro p; rw [add_zero]
    | add x y _ _ hx hy => intro p; rw [← add_assoc, hy (p + x), hx p]
    | smul a x _ hx => intro p; exact flat_along_period hx p a
  have hv := key (k - k') (by rw [hS]; trivial) k'
  rwa [add_sub_cancel] at hv
```

`S` is any set of spectral periods, and `Submodule.span ℝ S = ⊤` says that their real linear combinations fill k-space. The conclusion is $\chi_k=\chi_{k'}$ for all $k,k'$.

If $x$ and $y$ are periods, then $\chi_{p+x+y}=\chi_{p+x}=\chi_p$, so $x+y$ is one too. By the previous theorem, so is $ax$ for every real $a$. Every vector is therefore a period, in particular $k-k'$, and applying it at $k'$ gives the claim. The induction in `key` follows these steps.

For electronic structure this means that a finite polynomial k·p model with dispersion cannot repeat its spectrum under all reciprocal lattice vectors. Tight-binding models escape because their entries are trigonometric in $k$. The exact k·p Hamiltonian of an electron in a local periodic potential is quadratic in $k$ and does have a periodic spectrum, but its basis is infinite, so the theorem does not apply to it.

```lean
/-- In one dimension a single nonzero spectral period makes the characteristic polynomial
independent of the wave vector. -/
theorem flat_of_period_one_dim {H : Matrix n n (MvPolynomial (Fin 1) ℂ)} {g : Fin 1 → ℝ}
    (hg : g ≠ 0) (h : IsSpectralPeriod H g) (k k' : Fin 1 → ℝ) :
    (bloch H k).charpoly = (bloch H k').charpoly := by
  have g0 : g 0 ≠ 0 := by
    intro h0
    apply hg
    funext i
    rw [Subsingleton.elim i 0, h0, Pi.zero_apply]
  have e : k' + ((k 0 - k' 0) / g 0) • g = k := by
    funext i
    rw [Subsingleton.elim i 0, Pi.add_apply, Pi.smul_apply, smul_eq_mul,
      div_mul_cancel₀ _ g0, add_sub_cancel]
  rw [← flat_along_period h k' ((k 0 - k' 0) / g 0), e]
```

In one dimension any nonzero $g$ spans. With $t=(k_0-k'_0)/g_0$ we have $k=k'+tg$, and flatness along $g$ finishes the proof.

```lean
/-- If some energy `E` is a level of a one-dimensional k·p model at `k` but not at `k'`, the
model has no nonzero spectral period. -/
theorem dispersive_not_periodic {H : Matrix n n (MvPolynomial (Fin 1) ℂ)}
    {k k' : Fin 1 → ℝ} {E : ℂ} (hE : (bloch H k).charpoly.IsRoot E)
    (hE' : ¬ (bloch H k').charpoly.IsRoot E) {g : Fin 1 → ℝ} (hg : g ≠ 0) :
    ¬ IsSpectralPeriod H g := fun h =>
  hE' (flat_of_period_one_dim hg h k k' ▸ hE)
```

This is the contrapositive, with dispersion expressed through a level: if $E$ is an eigenvalue of $H(k)$ but not of $H(k')$, no nonzero $g$ is a spectral period. `IsRoot E` says that $E$ is a zero of the characteristic polynomial.

## If the periods span k-space, a Hermitian model is a constant matrix

```lean
/-- Two complex matrices with the same characteristic polynomial have the same trace of the
square. -/
theorem trace_sq_eq {A B : Matrix n n ℂ} (h : A.charpoly = B.charpoly) :
    (A * A).trace = (B * B).trace := by
  -- factor x² - M² into (x - M)(x + M)
  have key : ∀ (M : Matrix n n ℂ) (x : ℂ), (M * M).charpoly.eval (x ^ 2) =
      (-1) ^ Fintype.card n * (M.charpoly.eval x * M.charpoly.eval (-x)) := by
    intro M x
    have c : scalar n x * M = M * scalar n x :=
      (Matrix.scalar_commute x (fun r => mul_comm x r) M).eq
    have e : -((scalar n x - M) * (-scalar n x - M)) =
        scalar n x ^ 2 - M * M + (scalar n x * M - M * scalar n x) := by noncomm_ring
    rw [c, sub_self, add_zero] at e
    rw [Matrix.eval_charpoly, Matrix.eval_charpoly, Matrix.eval_charpoly, map_pow, map_neg,
      ← e, Matrix.det_neg, Matrix.det_mul]
  have hsq : (A * A).charpoly = (B * B).charpoly := by
    apply Polynomial.funext
    intro y
    obtain ⟨x, hx⟩ := IsAlgClosed.exists_pow_nat_eq y (n := 2) (by norm_num)
    rw [← hx, key, key, h]
  cases isEmpty_or_nonempty n
  · simp [Matrix.trace]
  · rw [Matrix.trace_eq_neg_charpoly_coeff, Matrix.trace_eq_neg_charpoly_coeff, hsq]
```

The characteristic polynomial determines $\operatorname{tr}M^2$, the sum of the squared eigenvalues. The proof here avoids diagonalisation by factoring
$$\det(x^2-M^2)=\det(x-M)\det(x+M)=(-1)^N\chi_M(x)\,\chi_M(-x),$$
where $\chi_M(x)=\det(x-M)$. Every complex number is a square $x^2$, so $\chi_A=\chi_B$ implies that $A^2$ and $B^2$ have the same characteristic polynomial. For $N\ge1$ the trace is minus its coefficient of order $N-1$; for $N=0$ both traces vanish.

```lean
omit [DecidableEq n] in
/-- The squared modulus of any entry of a Hermitian matrix is at most the trace of its
square. -/
theorem entry_sq_le_trace {A : Matrix n n ℂ} (hA : A.IsHermitian) (i j : n) :
    ‖A i j‖ ^ 2 ≤ (A * A).trace.re := by
  have e : (A * A).trace.re = ∑ a, ∑ b, ‖A a b‖ ^ 2 := by
    simp only [Matrix.trace, Matrix.diag_apply, Matrix.mul_apply, Complex.re_sum]
    refine Finset.sum_congr rfl fun a _ => Finset.sum_congr rfl fun b _ => ?_
    rw [← hA.apply b a, Complex.star_def, Complex.mul_conj, Complex.ofReal_re,
      Complex.normSq_eq_norm_sq]
  rw [e]
  exact (Finset.single_le_sum (f := fun b => ‖A i b‖ ^ 2)
    (fun _ _ => by positivity) (Finset.mem_univ j)).trans
    (Finset.single_le_sum (f := fun a => ∑ b, ‖A a b‖ ^ 2)
    (fun _ _ => by positivity) (Finset.mem_univ i))
```

For Hermitian $A$,
$$\operatorname{tr}A^2=\sum_{a,b}A_{ab}A_{ba}=\sum_{a,b}|A_{ab}|^2\ \ge\ |A_{ij}|^2 .$$
The equality is `e`; the bound keeps a single term of a sum of nonnegative terms.

```lean
/-- If a k·p Hamiltonian is Hermitian at every real wave vector, every vector in `S` is a spectral
period and `S` spans k-space, the Hamiltonian matrix itself does not depend on the wave vector. -/
theorem hermitian_constant {H : Matrix n n (MvPolynomial (Fin d) ℂ)}
    (hH : ∀ k, (bloch H k).IsHermitian) {S : Set (Fin d → ℝ)}
    (hS : Submodule.span ℝ S = ⊤) (h : ∀ g ∈ S, IsSpectralPeriod H g)
    (k k' : Fin d → ℝ) : bloch H k = bloch H k' := by
  ext i j
  obtain ⟨q, hq⟩ := polynomial_on_line (H i j) k (k' - k)
  have hq' : ∀ t : ℝ, q.eval (t : ℂ) = bloch H (k + t • (k' - k)) i j := hq
  -- the entry stays bounded on the whole line through k and k'
  have hb : ∀ t : ℝ, ‖q.eval (t : ℂ)‖ ≤ (bloch H k * bloch H k).trace.re + 1 := by
    intro t
    have h1 := entry_sq_le_trace (hH (k + t • (k' - k))) i j
    rw [trace_sq_eq (flat_of_zone_periodic hS h _ k), ← hq' t] at h1
    nlinarith [sq_nonneg (‖q.eval (t : ℂ)‖ - 1), norm_nonneg (q.eval (t : ℂ))]
  -- a nonconstant polynomial would be unbounded
  have hd : q.degree ≤ 0 := by
    by_contra hd
    have hz : Tendsto (fun m : ℕ => ‖((m : ℝ) : ℂ)‖) atTop atTop := by
      have e : (fun m : ℕ => ‖((m : ℝ) : ℂ)‖) = fun m : ℕ => (m : ℝ) := by
        funext m
        simp
      rw [e]
      exact tendsto_natCast_atTop_atTop
    have ht := q.tendsto_norm_atTop (not_le.mp hd) hz
    obtain ⟨m, hm⟩ := (ht.eventually_gt_atTop
      ((bloch H k * bloch H k).trace.re + 1)).exists
    exact not_lt_of_ge (hb (m : ℝ)) hm
  have h0 := hq' 0
  have h1 := hq' 1
  rw [zero_smul, add_zero] at h0
  rw [one_smul, add_sub_cancel] at h1
  rw [← h0, ← h1, Polynomial.eq_C_of_degree_le_zero hd, Polynomial.eval_C, Polynomial.eval_C]
```

Now assume that $H(k)$ is Hermitian at every real $k$, the usual condition for real energies and unitary time evolution. If the spectral periods span k-space, then $H(k)=H(k')$ entry by entry.

Fix $i,j$ and let $q(t)=H_{ij}(k+t(k'-k))$. The spectrum is the same everywhere, so the trace of the squared Hamiltonian keeps the value $T=\operatorname{tr}H(k)^2$ along the whole line, and $|q(t)|^2\le T$. Hence $|q(t)|\le T+1$, the bound `hb`. A nonconstant polynomial would grow without limit as $t=m\to\infty$, so $q$ has degree at most zero (`hd`). Thus $H_{ij}(k)=q(0)=q(1)=H_{ij}(k')$.

## Two models that mark the limits

```lean
/-- In two dimensions one period is not enough: the single band `k_x ^ 2` has the spectral
period `(0, 1)`, yet its characteristic polynomials at `(1, 0)` and `(0, 0)` differ. -/
theorem one_period_not_enough :
    let H : Matrix (Fin 1) (Fin 1) (MvPolynomial (Fin 2) ℂ) :=
      Matrix.of fun _ _ => MvPolynomial.X 0 ^ 2
    IsSpectralPeriod H ![0, 1] ∧
      (bloch H ![1, 0]).charpoly ≠ (bloch H ![0, 0]).charpoly := by
  intro H
  constructor
  · intro k
    have e : bloch H (k + ![0, 1]) = bloch H k := by
      ext i j
      simp [H, bloch]
    rw [e]
  · intro h
    have ht : (bloch H ![1, 0]).trace = (bloch H ![0, 0]).trace := by
      rw [Matrix.trace_eq_neg_charpoly_coeff, Matrix.trace_eq_neg_charpoly_coeff, h]
    simp [H, bloch, Matrix.trace] at ht
```

The two-dimensional band $k_x^2$, with $k_x$ as component 0, does not depend on $k_y$, so $(0,1)$ is a spectral period. Yet $\chi_k(\lambda)=\lambda-k_x^2$ is $\lambda-1$ at $(1,0)$ and $\lambda$ at $(0,0)$. One nonzero period therefore does not suffice in two dimensions. The proof separates the two points by their traces.

```lean
/-- Without Hermiticity the matrix may vary: the model with rows `(0, k)` and `(0, 0)` has
every `g` as a spectral period, yet its matrices at `k = 1` and `k = 0` differ. -/
theorem nonhermitian_not_constant :
    let H : Matrix (Fin 2) (Fin 2) (MvPolynomial (Fin 1) ℂ) := !![0, MvPolynomial.X 0; 0, 0]
    (∀ g, IsSpectralPeriod H g) ∧ bloch H ![1] ≠ bloch H ![0] := by
  intro H
  constructor
  · intro g k
    simp [H, bloch, Matrix.charpoly_fin_two, Matrix.trace_fin_two, Matrix.det_fin_two]
  · intro h
    have h01 := congrFun (congrFun h 0) 1
    simp [H, bloch] at h01

end

end KPZonePeriodicity
```

The matrix
$$H(k)=\begin{pmatrix}0&k\\0&0\end{pmatrix}$$
has $\chi_k(\lambda)=\lambda^2$ for every $k$, so every $g$ is a spectral period, but its upper right entry changes from $1$ to $0$ between the two chosen points. A k-independent spectrum alone does not make the matrix constant.

```lean
#print axioms KPZonePeriodicity.flat_of_zone_periodic
#print axioms KPZonePeriodicity.hermitian_constant
#print axioms KPZonePeriodicity.one_period_not_enough
#print axioms KPZonePeriodicity.nonhermitian_not_constant
```

```
'KPZonePeriodicity.flat_of_zone_periodic' depends on axioms: [propext, Classical.choice, Quot.sound]
'KPZonePeriodicity.hermitian_constant' depends on axioms: [propext, Classical.choice, Quot.sound]
'KPZonePeriodicity.one_period_not_enough' depends on axioms: [propext, Classical.choice, Quot.sound]
'KPZonePeriodicity.nonhermitian_not_constant' depends on axioms: [propext, Classical.choice, Quot.sound]
```
